# In restricted-step RFO minimisation, a larger scaling gives a strictly shorter step when the gradient overlaps the lowest mode

With one coordinate of curvature $h$ and gradient $g\neq0$, the level shift $u$ in restricted-step rational function optimisation (RFO) solves $u(u+h)=ag^2$, where $a>0$ is the scaling. Exactly one root is admissible, meaning that it lies above $\max(0,-h)$. It grows with $a$, so the step length $|g|/(u+h)$ shrinks. My molecule has many modes, some with negative curvature. When I raise $a$ to bring a long step inside the trust radius, can the step get longer again, or can a second admissible shift appear?

## One shift per scaling, with many modes too

Neither can happen if $g$ overlaps an eigenvector $v$ of the lowest Hessian eigenvalue $h$. The scaled RFO equations for a step $p$ are $Hp+g=a\nu p$ and $g\cdot p=\nu$. With $u=-a\nu>-h$ they become

$$p=-q_u,\qquad q_u=(H+u)^{-1}g,\qquad u=a\,s(u),\qquad s(u)=g\cdot q_u .$$

**Comparing two shifts.** Expansion in eigenvectors gives $x\cdot Hx\ge h\,x\cdot x$, and $H+u$ is invertible for $u>-h$. Let $-h<u<w$ and $d=q_u-q_w$. Subtracting the linear equations gives $(H+u)d=(w-u)q_w$, hence
$$(w-u)\,d\cdot q_w=d\cdot(H+u)d\ge0,$$
so $q_w\cdot q_w\le q_u\cdot q_w$. By symmetry of $H$, $s(u)-s(w)=(w-u)\,q_u\cdot q_w\ge0$.

**Existence.** Projecting $(H+u)q_u=g$ on $v$ gives $(u+h)\,v\cdot q_u=g\cdot v$; projecting on $q_u$ gives $(u+h)\,q_u\cdot q_u\le s(u)$. Cauchy–Schwarz, and expansion of $|g-(u+h)q_u|^2\ge0$, then yield
$$\frac{(g\cdot v)^2}{(u+h)\,v\cdot v}\le s(u)\le\frac{g\cdot g}{u+h}.$$
Let $m=\max(0,-h)$. At $u=m+t$ we have $u(u+h)=t(|h|+t)$, so for small $t>0$ the lower bound gives $u\le a\,s(u)$. At $u=m+1+a\,g\cdot g$ we have $u+h\ge1$, so the upper bound gives $u\ge a\,s(u)$. Since $s$ is continuous, a root lies between.

**Monotonicity.** Let $x,y$ be admissible shifts for $a\le b$. If $y<x$, then $x=a\,s(x)\le a\,s(y)\le b\,s(y)=y$, a contradiction. Thus $x\le y$, and $a=b$ gives uniqueness. If $a<b$, then $x=y$ would require $a\,s(x)=b\,s(x)$, although $s(x)=x/a>0$. So $x<y$. Equal responses would now give $(y-x)q_x=0$, contradicting $g\cdot q_x>0$. Therefore
$$0<|q_x-q_y|^2\le|q_x|^2-|q_y|^2 .$$

## The shift in an optimisation cycle

A restricted-step RFO minimisation of an electronic-structure energy, with one uniform scaling for all coordinates, can start at $a=1$. It takes the lowest root $\nu$ of the scaled equations, sets $u=-a\nu$, and forms $p=-\sum_i g_i e_i/(h_i+u)$ from the Hessian eigenpairs $(h_i,e_i)$, with orthonormal $e_i$ and $g_i=e_i\cdot g$. If $|p|$ exceeds the trust radius, it raises $a$ and solves again. At most one $a$ gives a prescribed length. Whether the true energy follows the model over that step is a separate matter.

## From the equations to Lean

`H` is a finite real matrix, symmetric by `hs`; `hh` makes `h` the least eigenvalue. The hypotheses `hv` and `hg` supply the overlapping eigenvector, which need not be normalised. `response` is $q_u$, minus the step, and `secular` is $s(u)$. `IsRFOShift` combines $u>\max(0,-h)$ with the scalar equation, which `rfo_equations_iff` links to the RFO equations.

`restricted_step_rfo` provides a function `u` whose value at each $a>0$ is the only admissible shift. `StrictMonoOn` and `StrictAntiOn` state the growth of the shift and the decrease of the Euclidean length, written as a square root.

In the proof, `rayleigh` supplies the curvature bound, `response_overlap` compares two shifts, and `secular_bounds` encloses $s$. `exists_shift` applies the intermediate value theorem; inside the main theorem, `key` orders the shifts and `hne` separates the responses.

Without overlap, existence can fail, as `no_shift_of_orthogonal_gradient` shows: for $H=\mathrm{diag}(-1,1)$, $g=(0,1)$ and $a=1$, the equation $u(u+1)=1$ has no root above $1$. Symmetry can cause this in a molecule, when the lowest mode breaks a symmetry that the gradient keeps.

```lean
import Mathlib

open Matrix

namespace RestrictedStepRFO

noncomputable section

variable {n : Type*} [Fintype n] [DecidableEq n]
variable {H : Matrix n n ℝ} {g v : n → ℝ} {h u w : ℝ}

/-- The number `h` is the lowest eigenvalue of the Hessian `H`. -/
def IsLowestEigenvalue (H : Matrix n n ℝ) (h : ℝ) : Prop :=
  IsLeast {μ : ℝ | ∃ x : n → ℝ, x ≠ 0 ∧ H *ᵥ x = μ • x} h

/-- The response `(H + u)⁻¹ g` to the gradient `g` at level shift `u`, for `H + u` nonsingular.
The optimisation step is its negative. -/
def response (H : Matrix n n ℝ) (g : n → ℝ) (u : ℝ) : n → ℝ :=
  (H + u • (1 : Matrix n n ℝ))⁻¹ *ᵥ g

/-- The overlap `⟨g, (H + u)⁻¹ g⟩` of gradient and response, for `H + u` nonsingular. -/
def secular (H : Matrix n n ℝ) (g : n → ℝ) (u : ℝ) : ℝ := g ⬝ᵥ response H g u

/-- The shift `u` lies above `max(0, -h)` and solves `u = a ⟨g, (H + u)⁻¹ g⟩`. -/
def IsRFOShift (H : Matrix n n ℝ) (g : n → ℝ) (h a u : ℝ) : Prop :=
  max 0 (-h) < u ∧ u = a * secular H g u

omit [DecidableEq n] in
/-- A symmetric Hessian has equal matrix elements `⟨x, H y⟩` and `⟨y, H x⟩`. -/
theorem dot_symm (hs : H.IsSymm) (x y : n → ℝ) : x ⬝ᵥ H *ᵥ y = y ⬝ᵥ H *ᵥ x := by
  rw [Matrix.dotProduct_mulVec, ← Matrix.mulVec_transpose, hs.eq, dotProduct_comm]

/-- The curvature of a symmetric Hessian along any direction is at least its lowest
eigenvalue. -/
theorem rayleigh (hs : H.IsSymm) (hh : IsLowestEigenvalue H h) (x : n → ℝ) :
    h * (x ⬝ᵥ x) ≤ x ⬝ᵥ H *ᵥ x := by
  have hB : (H - h • (1 : Matrix n n ℝ)).IsHermitian := by
    unfold Matrix.IsHermitian
    rw [Matrix.conjTranspose_eq_transpose_of_trivial, Matrix.transpose_sub,
      Matrix.transpose_smul, Matrix.transpose_one, hs.eq]
  -- all eigenvalues of H - h are non-negative
  have hpos : (H - h • (1 : Matrix n n ℝ)).PosSemidef := by
    refine hB.posSemidef_iff_eigenvalues_nonneg.mpr fun i => ?_
    have e := hB.mulVec_eigenvectorBasis i
    have hne := hB.eigenvectorBasis.orthonormal.ne_zero i
    rw [Matrix.sub_mulVec, Matrix.smul_mulVec, Matrix.one_mulVec] at e
    have hl : h ≤ h + hB.eigenvalues i :=
      hh.2 ⟨(hB.eigenvectorBasis i).ofLp, fun h0 => hne (by ext j; exact congrFun h0 j),
        by rw [add_smul, ← e]; abel⟩
    change 0 ≤ hB.eigenvalues i
    linarith
  have hx := hpos.dotProduct_mulVec_nonneg x
  rw [star_trivial, Matrix.sub_mulVec, Matrix.smul_mulVec, Matrix.one_mulVec, dotProduct_sub,
    dotProduct_smul, smul_eq_mul] at hx
  linarith

/-- For `u > -h`, with `h` the lowest eigenvalue of `H`, the shifted Hessian `H + u` is nonsingular.
-/
theorem shifted_det_ne_zero (hh : IsLowestEigenvalue H h) (hu : -h < u) :
    (H + u • (1 : Matrix n n ℝ)).det ≠ 0 := by
  intro h0
  obtain ⟨x, hx, e⟩ := Matrix.exists_mulVec_eq_zero_iff.2 h0
  rw [Matrix.add_mulVec, Matrix.smul_mulVec, Matrix.one_mulVec] at e
  have e' : H *ᵥ x = (-u) • x := by linear_combination (norm := module) e
  have hl : h ≤ -u := hh.2 ⟨x, hx, e'⟩
  linarith

/-- For `u > -h`, with `h` the lowest eigenvalue, the response `q` solves `H q + u q = g`. -/
theorem response_eq (hh : IsLowestEigenvalue H h) (g : n → ℝ) (hu : -h < u) :
    H *ᵥ response H g u + u • response H g u = g := by
  have e : (H + u • (1 : Matrix n n ℝ)) *ᵥ response H g u = g := by
    unfold response
    rw [Matrix.mulVec_mulVec, Matrix.mul_nonsing_inv _ (shifted_det_ne_zero hh hu).isUnit,
      Matrix.one_mulVec]
  rwa [Matrix.add_mulVec, Matrix.smul_mulVec, Matrix.one_mulVec] at e

/-- For `u > -h`, with `h` the lowest eigenvalue, a step `p` solves the scaled RFO equations
`H p + g = a ν p`, `⟨g, p⟩ = ν` with `a ν = -u` exactly when `p = -(H + u)⁻¹ g` and
`u = a ⟨g, (H + u)⁻¹ g⟩`. -/
theorem rfo_equations_iff (hh : IsLowestEigenvalue H h) (hu : -h < u) (a : ℝ) (p : n → ℝ) :
    (∃ ν : ℝ, a * ν = -u ∧ H *ᵥ p + g = (a * ν) • p ∧ g ⬝ᵥ p = ν) ↔
      p = -response H g u ∧ u = a * secular H g u := by
  constructor
  · rintro ⟨ν, h1, h2, h3⟩
    rw [h1] at h2
    have hg : g = -((H + u • (1 : Matrix n n ℝ)) *ᵥ p) := by
      rw [Matrix.add_mulVec, Matrix.smul_mulVec, Matrix.one_mulVec]
      linear_combination (norm := module) h2
    have hp : p = -response H g u := by
      unfold response
      rw [hg, Matrix.mulVec_neg, neg_neg, Matrix.mulVec_mulVec,
        Matrix.nonsing_inv_mul _ (shifted_det_ne_zero hh hu).isUnit, Matrix.one_mulVec]
    refine ⟨hp, ?_⟩
    rw [hp, dotProduct_neg] at h3
    unfold secular
    linear_combination h1 + a * h3
  · rintro ⟨rfl, h2⟩
    have h1 : a * -secular H g u = -u := by linear_combination h2
    refine ⟨-secular H g u, h1, ?_, by rw [dotProduct_neg, secular]⟩
    rw [h1, Matrix.mulVec_neg]
    linear_combination (norm := module) -response_eq hh g hu

/-- For a symmetric Hessian with lowest eigenvalue `h` and shifts `-h < u ≤ w`, the responses
`q(u)`, `q(w)` satisfy `⟨q(w), q(w)⟩ ≤ ⟨q(u), q(w)⟩`, and the overlap with the gradient is no
larger at `w` than at `u`. -/
theorem response_overlap (hs : H.IsSymm) (hh : IsLowestEigenvalue H h) (g : n → ℝ)
    (hu : -h < u) (huw : u ≤ w) :
    response H g w ⬝ᵥ response H g w ≤ response H g u ⬝ᵥ response H g w ∧
      secular H g w ≤ secular H g u := by
  rcases huw.eq_or_lt with rfl | huw
  · exact ⟨le_rfl, le_rfl⟩
  have nn (x : n → ℝ) : 0 ≤ x ⬝ᵥ x := Finset.sum_nonneg fun i _ => mul_self_nonneg (x i)
  have e1 := response_eq hh g hu
  have e2 := response_eq hh g (hu.trans huw)
  unfold secular
  generalize response H g u = p at e1 ⊢
  generalize response H g w = q at e2 ⊢
  -- the difference d of the responses solves (H + u) d = (w - u) q
  obtain ⟨d, hd⟩ : ∃ d, d = p - q := ⟨_, rfl⟩
  have hHd : H *ᵥ d = (w - u) • q - u • d := by
    rw [hd, Matrix.mulVec_sub]
    linear_combination (norm := module) e1 - e2
  have hr := rayleigh hs hh d
  rw [hHd, dotProduct_sub, dotProduct_smul, dotProduct_smul, smul_eq_mul, smul_eq_mul] at hr
  have hm : 0 ≤ (w - u) * (d ⬝ᵥ q) := by
    nlinarith [mul_nonneg (by linarith : 0 ≤ h + u) (nn d)]
  have hdq := (mul_nonneg_iff_of_pos_left (sub_pos.2 huw)).1 hm
  rw [hd, sub_dotProduct] at hdq
  refine ⟨by linarith, ?_⟩
  have i1 := congrArg (fun x => q ⬝ᵥ x) e1
  have i2 := congrArg (fun x => p ⬝ᵥ x) e2
  simp only [dotProduct_add, dotProduct_smul, smul_eq_mul] at i1 i2
  rw [dotProduct_comm q p] at i1
  rw [dotProduct_comm g q, dotProduct_comm g p]
  nlinarith [dot_symm hs p q, nn q, mul_nonneg (sub_pos.2 huw).le
    (by linarith [nn q] : 0 ≤ p ⬝ᵥ q)]

/-- For symmetric `H`, `u > -h` and an eigenvector `v` of the lowest eigenvalue `h`, the overlap
`s = ⟨g, (H + u)⁻¹ g⟩` obeys `⟨g, v⟩² ≤ (u + h) ⟨v, v⟩ s` and `(u + h) s ≤ ⟨g, g⟩`. -/
theorem secular_bounds (hs : H.IsSymm) (hh : IsLowestEigenvalue H h) (g : n → ℝ)
    (hv : H *ᵥ v = h • v) (hu : -h < u) :
    (g ⬝ᵥ v) ^ 2 ≤ (u + h) * (v ⬝ᵥ v) * secular H g u ∧
      (u + h) * secular H g u ≤ g ⬝ᵥ g := by
  have nn (x : n → ℝ) : 0 ≤ x ⬝ᵥ x := Finset.sum_nonneg fun i _ => mul_self_nonneg (x i)
  have s : 0 < u + h := by linarith
  have e := response_eq hh g hu
  unfold secular
  generalize response H g u = q at e ⊢
  have i1 := congrArg (fun x => q ⬝ᵥ x) e
  have i2 := congrArg (fun x => v ⬝ᵥ x) e
  simp only [dotProduct_add, dotProduct_smul, smul_eq_mul] at i1 i2
  rw [dot_symm hs v q, hv, dotProduct_smul, smul_eq_mul, dotProduct_comm v q,
    dotProduct_comm v g] at i2
  rw [dotProduct_comm q g] at i1
  have k : (u + h) * (q ⬝ᵥ q) ≤ g ⬝ᵥ q := by linarith [rayleigh hs hh q]
  constructor
  · have cs : (q ⬝ᵥ v) ^ 2 ≤ (q ⬝ᵥ q) * (v ⬝ᵥ v) := by
      simpa only [dotProduct, ← sq] using Finset.sum_mul_sq_le_sq_mul_sq Finset.univ q v
    rw [← i2]
    nlinarith [mul_le_mul_of_nonneg_left cs (mul_self_nonneg (u + h)),
      mul_le_mul_of_nonneg_left k (mul_nonneg s.le (nn v))]
  · have z := nn (g - (u + h) • q)
    simp only [sub_dotProduct, dotProduct_sub, smul_dotProduct, dotProduct_smul, smul_eq_mul,
      dotProduct_comm q g] at z
    nlinarith [mul_le_mul_of_nonneg_left k s.le]

/-- If the gradient overlaps with an eigenvector of the lowest eigenvalue `h` of a symmetric
Hessian, every scaling `a > 0` admits a shift `u > max(0, -h)` with
`u = a ⟨g, (H + u)⁻¹ g⟩`. -/
theorem exists_shift (hs : H.IsSymm) (hh : IsLowestEigenvalue H h) (hv : H *ᵥ v = h • v)
    (hg : g ⬝ᵥ v ≠ 0) {a : ℝ} (ha : 0 < a) : ∃ u, IsRFOShift H g h a u := by
  have nn (x : n → ℝ) : 0 ≤ x ⬝ᵥ x := Finset.sum_nonneg fun i _ => mul_self_nonneg (x i)
  have hV : 0 < v ⬝ᵥ v := lt_of_le_of_ne (nn v) fun h0 => hg (by
    rw [dotProduct_self_eq_zero.1 h0.symm, dotProduct_zero])
  have hG : 0 < a * (g ⬝ᵥ v) ^ 2 := by positivity
  have hm0 := le_max_left 0 (-h)
  have hmh := le_max_right 0 (-h)
  -- the overlap is continuous above -h
  have hc : ContinuousOn (secular H g) (Set.Ioi (-h)) := by
    have hM : Continuous fun x : ℝ => H + x • (1 : Matrix n n ℝ) :=
      continuous_const.add (continuous_id.smul continuous_const)
    have hA : Continuous fun x : ℝ => g ⬝ᵥ ((H + x • (1 : Matrix n n ℝ)).adjugate *ᵥ g) := by
      simp only [dotProduct, Matrix.mulVec]
      exact continuous_finsetSum _ fun i _ => continuous_const.mul
        (continuous_finsetSum _ fun j _ =>
          (hM.matrix_adjugate.matrix_elem i j).mul continuous_const)
    refine ((hM.matrix_det.continuousOn.inv₀ fun x hx =>
      shifted_det_ne_zero hh hx).mul hA.continuousOn).congr fun x _ => ?_
    simp only [secular, response, Matrix.inv_def, Ring.inverse_eq_inv', Matrix.smul_mulVec,
      dotProduct_smul, smul_eq_mul, Pi.mul_apply, Pi.inv_apply]
  -- a point just above max(0, -h) where u is still too small
  obtain ⟨t, ht0, ht1, ht⟩ : ∃ t : ℝ, 0 < t ∧ t ≤ 1 ∧
      t * (|h| + t) * (v ⬝ᵥ v) ≤ a * (g ⬝ᵥ v) ^ 2 := by
    have hK : 0 < (v ⬝ᵥ v) * (|h| + 1) := by positivity
    have hD := add_pos hG hK
    obtain ⟨t, htd⟩ : ∃ t, t = a * (g ⬝ᵥ v) ^ 2 /
      (a * (g ⬝ᵥ v) ^ 2 + (v ⬝ᵥ v) * (|h| + 1)) := ⟨_, rfl⟩
    have h0 : 0 < t := htd ▸ div_pos hG hD
    have h1 : t ≤ 1 := by rw [htd, div_le_one hD]; linarith
    have h2 := (eq_div_iff hD.ne').1 htd
    refine ⟨t, h0, h1, ?_⟩
    nlinarith [mul_pos h0 hG, mul_nonneg (mul_pos h0 hV).le (sub_nonneg.2 h1)]
  have hlo : max 0 (-h) + t ≤ a * secular H g (max 0 (-h) + t) := by
    have hp : -h < max 0 (-h) + t := by linarith
    have b := (secular_bounds hs hh g hv hp).1
    have hq : (max 0 (-h) + t) * (max 0 (-h) + t + h) = t * (|h| + t) := by
      rcases le_total 0 h with h0 | h0
      · rw [max_eq_left (by linarith), abs_of_nonneg h0]; ring
      · rw [max_eq_right (by linarith), abs_of_nonpos h0]; ring
    rw [← hq] at ht
    have hpos : 0 < (max 0 (-h) + t + h) * (v ⬝ᵥ v) := mul_pos (by linarith) hV
    refine le_of_mul_le_mul_left ?_ hpos
    nlinarith [mul_le_mul_of_nonneg_left b ha.le]
  -- a point where u is already too large
  have hag := mul_nonneg ha.le (nn g)
  obtain ⟨r, hr⟩ : ∃ r, r = max 0 (-h) + 1 + a * (g ⬝ᵥ g) := ⟨_, rfl⟩
  have hhi : a * secular H g r ≤ r := by
    have b := (secular_bounds hs hh g hv (by linarith : -h < r)).2
    have h1 : 1 ≤ r + h := by linarith
    have h2 : secular H g r ≤ g ⬝ᵥ g := by
      by_contra hcon
      push Not at hcon
      nlinarith [nn g, mul_nonneg (sub_nonneg.2 h1) ((nn g).trans hcon.le)]
    nlinarith [mul_le_mul_of_nonneg_left h2 ha.le]
  have hF : ContinuousOn (fun x => x - a * secular H g x) (Set.Icc (max 0 (-h) + t) r) :=
    continuousOn_id.sub (continuousOn_const.mul (hc.mono fun x hx => by
      have := hx.1
      change -h < x
      linarith))
  obtain ⟨x, hx, hx0⟩ := intermediate_value_Icc (by linarith) hF
    (⟨by linarith, by linarith⟩ : (0 : ℝ) ∈ Set.Icc _ _)
  exact ⟨x, by linarith [hx.1], sub_eq_zero.1 hx0⟩

/-- Let the gradient overlap with an eigenvector of the lowest eigenvalue `h` of a symmetric
Hessian. Each scaling `a > 0` has exactly one shift `u > max(0, -h)` with
`u = a ⟨g, (H + u)⁻¹ g⟩`; it strictly increases with `a`, and the step length
`‖(H + u)⁻¹ g‖` strictly decreases with `a`. -/
theorem restricted_step_rfo (hs : H.IsSymm) (hh : IsLowestEigenvalue H h)
    (hv : H *ᵥ v = h • v) (hg : g ⬝ᵥ v ≠ 0) :
    ∃ u : ℝ → ℝ, (∀ a, 0 < a → ∀ x, IsRFOShift H g h a x ↔ x = u a) ∧
      StrictMonoOn u (Set.Ioi 0) ∧
      StrictAntiOn (fun a => √(response H g (u a) ⬝ᵥ response H g (u a))) (Set.Ioi 0) := by
  have nn (x : n → ℝ) : 0 ≤ x ⬝ᵥ x := Finset.sum_nonneg fun i _ => mul_self_nonneg (x i)
  have ex : ∀ a : ℝ, ∃ x, 0 < a → IsRFOShift H g h a x := fun a => by
    by_cases ha : 0 < a
    · obtain ⟨x, hx⟩ := exists_shift hs hh hv hg ha
      exact ⟨x, fun _ => hx⟩
    · exact ⟨0, fun h0 => absurd h0 ha⟩
  choose u hu using ex
  have pos : ∀ a x, 0 < a → IsRFOShift H g h a x → 0 < secular H g x := fun a x ha hx =>
    (mul_pos_iff_of_pos_left ha).1 (by linarith [hx.1, hx.2, le_max_left 0 (-h)])
  have low : ∀ a x, IsRFOShift H g h a x → -h < x := fun a x hx =>
    (le_max_right _ _).trans_lt hx.1
  -- a larger scaling cannot have a smaller shift
  have key : ∀ a b x y, 0 < a → a ≤ b → IsRFOShift H g h a x → IsRFOShift H g h b y →
      x ≤ y := by
    intro a b x y ha hab hx hy
    by_contra hcon
    push Not at hcon
    have o := (response_overlap hs hh g (low b y hy) hcon.le).2
    nlinarith [hx.2, hy.2, mul_le_mul_of_nonneg_left o ha.le,
      mul_nonneg (sub_nonneg.2 hab) (pos b y (ha.trans_le hab) hy).le]
  have mono : StrictMonoOn u (Set.Ioi 0) := by
    intro a ha b hb hab
    have hx := hu a ha
    have hy := hu b hb
    refine lt_of_le_of_ne (key a b _ _ ha hab.le hx hy) fun heq => ?_
    have h2 := hy.2
    rw [← heq] at h2
    nlinarith [hx.2, mul_pos (sub_pos.2 hab) (pos a _ ha hx)]
  refine ⟨u, fun a ha x => ⟨fun hx => le_antisymm (key a a _ _ ha le_rfl hx (hu a ha))
    (key a a _ _ ha le_rfl (hu a ha) hx), fun hx => hx ▸ hu a ha⟩, mono, ?_⟩
  intro a ha b hb hab
  have hlt := mono ha hb hab
  have hx := low a _ (hu a ha)
  have o := (response_overlap hs hh g hx hlt.le).1
  have e1 := response_eq hh g hx
  have e2 := response_eq hh g (hx.trans hlt)
  have hp := pos a _ ha (hu a ha)
  unfold secular at hp
  refine Real.sqrt_lt_sqrt (nn _) ?_
  generalize response H g (u a) = p at *
  generalize response H g (u b) = q at *
  -- different shifts give different responses
  have hne : p - q ≠ 0 := by
    intro h0
    rw [← sub_eq_zero.1 h0] at e2
    have h1 : (u b - u a) • p = 0 := by linear_combination (norm := module) e2 - e1
    have h2 : p = 0 := (smul_eq_zero.1 h1).resolve_left (sub_pos.2 hlt).ne'
    rw [h2, dotProduct_zero] at hp
    exact lt_irrefl _ hp
  have hd : 0 < (p - q) ⬝ᵥ (p - q) :=
    lt_of_le_of_ne (nn _) fun h0 => hne (dotProduct_self_eq_zero.1 h0.symm)
  simp only [sub_dotProduct, dotProduct_sub, dotProduct_comm q p] at hd
  linarith

/-- The Hessian `diag(-1, 1)` has lowest eigenvalue `-1`, and for the gradient `(0, 1)` and
scaling `a = 1` no shift `u > 1` solves `u = ⟨g, (H + u)⁻¹ g⟩`. -/
theorem no_shift_of_orthogonal_gradient :
    IsLowestEigenvalue !![(-1 : ℝ), 0; 0, 1] (-1) ∧
      ∀ u, ¬ IsRFOShift !![(-1 : ℝ), 0; 0, 1] ![0, 1] (-1) 1 u := by
  have hl : IsLowestEigenvalue !![(-1 : ℝ), 0; 0, 1] (-1) := by
    constructor
    · refine ⟨![1, 0], fun h0 => by simpa using congrFun h0 0, ?_⟩
      ext i
      fin_cases i <;> simp [Matrix.mulVec, dotProduct, Fin.sum_univ_two]
    · rintro μ ⟨x, hx, e⟩
      have e0 := congrFun e 0
      have e1 := congrFun e 1
      simp only [Matrix.mulVec, dotProduct, Fin.sum_univ_two, Matrix.of_apply,
        Matrix.cons_val_zero, Matrix.cons_val_one, Pi.smul_apply, smul_eq_mul] at e0 e1
      by_contra hcon
      push Not at hcon
      have x0 : x 0 = 0 := (mul_eq_zero.1 (by linear_combination -e0 :
        (μ + 1) * x 0 = 0)).resolve_left (by linarith)
      have x1 : x 1 = 0 := (mul_eq_zero.1 (by linear_combination -e1 :
        (μ - 1) * x 1 = 0)).resolve_left (by linarith)
      exact hx (by ext i; fin_cases i <;> simp [x0, x1])
  refine ⟨hl, fun u hu => ?_⟩
  have h1 : -(-1 : ℝ) < u := (le_max_right _ _).trans_lt hu.1
  have e := congrFun (response_eq hl ![0, 1] h1) 1
  have h2 := hu.2
  unfold secular at h2
  generalize response !![(-1 : ℝ), 0; 0, 1] ![0, 1] u = q at e h2
  simp [dotProduct, Fin.sum_univ_two] at e h2
  -- the second component gives u (1 + u) = 1, impossible for u > 1
  rw [← h2] at e
  nlinarith

end

end RestrictedStepRFO
```

```lean
#print axioms RestrictedStepRFO.rfo_equations_iff
-- 'RestrictedStepRFO.rfo_equations_iff' depends on axioms: [propext, Classical.choice, Quot.sound]
#print axioms RestrictedStepRFO.restricted_step_rfo
-- 'RestrictedStepRFO.restricted_step_rfo' depends on axioms: [propext, Classical.choice, Quot.sound]
#print axioms RestrictedStepRFO.no_shift_of_orthogonal_gradient
-- 'RestrictedStepRFO.no_shift_of_orthogonal_gradient' depends on axioms: [propext, Classical.choice, Quot.sound]
```
